# For given nonzero gaps with at most m distinct values, the first m moments fix the second-order energy

Suppose every excited level lies at one of two nonzero gaps $a\neq b$ from the reference level. Each gap $D$ then satisfies $D^2-(a+b)D+ab=0$, and dividing by $abD$ gives

$$\frac1D=\frac{(a+b)-D}{ab}.$$

The inverse gap has become a polynomial in the gap. If level $k$ has gap $D_k$ and squared coupling $w_k$ to the reference state, the second-order energy is

$$-\sum_k\frac{w_k}{D_k}=-\frac{(a+b)\,\mu_0-\mu_1}{ab},\qquad \mu_0=\sum_k w_k,\quad \mu_1=\sum_k w_kD_k.$$

However many levels there are, two moments of the couplings are enough. I would expect the same for $m$ distinct gaps and the $m$ moments $\mu_0,\dots,\mu_{m-1}$: two sets of couplings that agree in these moments should have the same second-order energy. Can this be made rigorous and machine-checked, including whether fewer moments would do?

## The gap polynomial turns inverse gaps into powers

Yes, and the two-gap calculation generalises directly. Let $s$ be a finite set of excited levels with real gaps $D_k\neq0$ that take at most $m$ distinct values. Let $w_k$ be real weights, with moments

$$\mu_p=\sum_{k\in s}w_kD_k^p .$$

Write $e_k$ for the contribution of level $k$ to the second-order energy. It solves

$$D_ke_k=-w_k,$$

so that $\sum_k e_k=-\sum_k w_k/D_k$.

Form the polynomial that has each distinct gap $d$ as a simple root,

$$Q(X)=\prod_d (X-d)=\sum_p q_pX^p .$$

Its degree is the number of distinct gaps, hence at most $m$, and $q_p=0$ beyond that degree. Its constant term $q_0=\prod_d(-d)$ is nonzero because no gap vanishes. Since $Q(D_k)=0$, separating the constant term gives

$$D_k\,R(D_k)=-q_0,\qquad R(X)=\sum_{p<m}q_{p+1}X^p .$$

Multiply this by $e_k$ and replace $D_ke_k$ by $-w_k$. The result is $-w_kR(D_k)=-q_0e_k$, or

$$e_k=\frac{w_kR(D_k)}{q_0}.$$

Summing over the levels and exchanging the two finite sums yields

$$\sum_{k\in s}e_k=\sum_{p<m}\frac{q_{p+1}}{q_0}\,\mu_p .$$

The coefficients depend only on the gaps. Two weight families on the same gaps with equal $\mu_p$ for all $p<m$ therefore have equal second-order energies.

## Gaps 1, 1 and 2 worked through

Take three levels with gaps $1,1,2$ and weights $(1,3,1)$. The polynomial is $Q(X)=(X-1)(X-2)=X^2-3X+2$, so $q_0=2$, $q_1=-3$ and $q_2=1$. The moments are $\mu_0=5$ and $\mu_1=1+3+2=6$, and the formula gives

$$\frac{-3\cdot5+1\cdot6}{2}=-\frac92 .$$

The direct sum is $-(1+3+\tfrac12)=-\tfrac92$. The weights $(2,2,1)$ have the same two moments and the same energy.

One moment is not enough for two distinct gaps. With gaps $1,2$, the weights $(1,5)$ and $(3,3)$ both have $\mu_0=6$, but their energies are $-(1+\tfrac52)=-\tfrac72$ and $-(3+\tfrac32)=-\tfrac92$.

## A weight change that the lower moments miss

The last example is an instance of a general construction. Let $D_0,\dots,D_n$ be $n+1$ distinct nonzero gaps, with one level at each. The Vandermonde matrix with entries $D_k^j$, for $0\le k,j\le n$, is invertible, so there are numbers $e_k$ with

$$\sum_k e_k=1,\qquad \sum_k e_kD_k^j=0\quad(1\le j\le n).$$

Change the weights by $-D_ke_k$. The moment of order $p<n$ changes by $-\sum_k e_kD_k^{p+1}=0$, while the energy changes by $+\sum_k e_k=1$.

To keep both families positive, start from $v_k=1+|D_ke_k|$ and set $w_k=v_k-D_ke_k$. Then $v_k\ge1$ and $w_k\ge1$. The first $n$ moments agree and the energies differ by one. For gaps $1,2$ the recipe gives $e=(2,-1)$, $v=(3,3)$ and $w=(1,5)$, the pair used above. For $n=0$ there is a single gap and no moment to match, and the construction still works.

## What the theorems say about levels and couplings

The levels are the members of a finite set `s` in an arbitrary index type `ι`, and `D` and `w` are real-valued functions on that type. Let $H_0$ be an unperturbed Hamiltonian with orthonormal eigenstates $|k\rangle$ of energy $E_k$, let $|\mathrm{ref}\rangle$ be the reference eigenstate with energy $E_{\mathrm{ref}}$, and let $V$ be the Hermitian perturbation. With $D_k=E_k-E_{\mathrm{ref}}$, $w_k=|\langle k|V|\mathrm{ref}\rangle|^2$ and `s` running over all levels other than the reference, `secondOrderEnergy` is the usual Rayleigh–Schrödinger sum over states. The positive-gap direction is thus from the reference level upwards, and the minus sign stands in front of the sum. The theorems allow gaps and weights of either sign, so the reference level need not be the lowest.

`IsLevelEnergy s D w e` states the equation $D_ke_k=-w_k$ for every level in `s`. At a vanishing gap this equation has no solution if $w_k\neq0$ and leaves $e_k$ free if $w_k=0$. The hypothesis `hD`, that no gap vanishes, excludes both cases; physically, no level in the sum is degenerate with the reference state. For nonzero gaps the solution is always $e_k=-w_k/D_k$, and `sum_levelEnergy` identifies the total with `secondOrderEnergy`.

The number of distinct gaps is `(s.image D).card`, because the image of a finite set lists each value once. The hypothesis `hm` bounds it by `m`, so degeneracies among the excited levels cost no further moments. If `s` is empty, $Q=1$, $m=0$ is allowed, and both sides are zero.

The central statement is `energy_eq_of_moments_eq`: for the same gaps `D`, weights `w` and `v` with equal moments of every order below `m` have equal total level energies. The stronger `energy_from_moments` gives the reconstruction formula. In the other direction, `fewer_moments_insufficient` says that for any $n+1$ distinct nonzero gaps the first $n$ moments do not determine the energy, even among strictly positive weights.

Gaps and weights enter as given numbers. The file contains no Hamiltonian and does not derive the second-order formula from one, and a continuum of excited states is not covered. The reconstruction also needs the values of the distinct gaps, since they determine the $q_p$.

For a finite-dimensional model with known distinct gaps, the result allows the second-order energy to be obtained from moments $\mu_p=\langle\mathrm{ref}|V P(H_0-E_{\mathrm{ref}})^pP V|\mathrm{ref}\rangle$, where $P$ projects onto all levels other than the reference, without computing the couplings one by one. With $m$ distinct gaps, the first $m$ moments also fix the total weight at each gap, so if no two levels share a gap they carry the same information as the weights $w_k$. With a single gap value $d$ it reduces to the closure formula $-\mu_0/d$, which is then exact.

## The Lean file

```lean
import Mathlib

open Polynomial Matrix

namespace SecondOrderMoments

noncomputable section

variable {ι : Type*}

/-- The `p`-th moment of the gaps `D` with weights `w` over the levels in `s`. -/
def moment (s : Finset ι) (D w : ι → ℝ) (p : ℕ) : ℝ := ∑ k ∈ s, w k * D k ^ p

/-- The second-order energy as a sum over states, `-∑ w_k / D_k`. -/
def secondOrderEnergy (s : Finset ι) (D w : ι → ℝ) : ℝ := -∑ k ∈ s, w k / D k

/-- The numbers `e_k` are level contributions to the second-order energy:
they solve `D_k e_k = -w_k` for each level in `s`. -/
def IsLevelEnergy (s : Finset ι) (D w e : ι → ℝ) : Prop :=
  ∀ k ∈ s, D k * e k = -w k

/-- The gap polynomial: the product of `X - d` over the distinct gaps `d`. -/
def gapPoly (s : Finset ι) (D : ι → ℝ) : ℝ[X] := ∏ d ∈ s.image D, (X - C d)

/-- For nonzero gaps the level contributions add up to the sum-over-states energy. -/
theorem sum_levelEnergy (s : Finset ι) (D w e : ι → ℝ) (hD : ∀ k ∈ s, D k ≠ 0)
    (he : IsLevelEnergy s D w e) : ∑ k ∈ s, e k = secondOrderEnergy s D w := by
  rw [secondOrderEnergy, ← Finset.sum_neg_distrib]
  refine Finset.sum_congr rfl fun k hk => ?_
  rw [← neg_div, eq_div_iff (hD k hk)]
  linarith [he k hk, mul_comm (D k) (e k)]

/-- If no gap vanishes, the gap polynomial has a nonzero constant term. -/
theorem gapPoly_coeff_zero_ne (s : Finset ι) (D : ι → ℝ) (hD : ∀ k ∈ s, D k ≠ 0) :
    (gapPoly s D).coeff 0 ≠ 0 := by
  rw [coeff_zero_eq_eval_zero, gapPoly, eval_prod]
  refine Finset.prod_ne_zero_iff.mpr fun d hd => ?_
  obtain ⟨k, hk, rfl⟩ := Finset.mem_image.mp hd
  simpa using hD k hk

/-- With at most `m` distinct gaps, each gap times a fixed polynomial in it of degree
below `m` equals minus the constant term of the gap polynomial. -/
theorem gap_identity (s : Finset ι) (D : ι → ℝ) (m : ℕ) (hm : (s.image D).card ≤ m)
    {k : ι} (hk : k ∈ s) :
    D k * ∑ p ∈ Finset.range m, (gapPoly s D).coeff (p + 1) * D k ^ p
      = -(gapPoly s D).coeff 0 := by
  have hdeg : (gapPoly s D).natDegree ≤ (s.image D).card := by
    refine (natDegree_prod_le _ _).trans ?_
    simp
  -- each gap is a root
  have h : (gapPoly s D).eval (D k) = 0 := by
    rw [gapPoly, eval_prod]
    exact Finset.prod_eq_zero (Finset.mem_image_of_mem D hk) (by simp)
  -- split off the constant term
  rw [eval_eq_sum_range' (show (gapPoly s D).natDegree < m + 1 by omega),
    Finset.sum_range_succ', pow_zero, mul_one] at h
  have h2 : D k * ∑ p ∈ Finset.range m, (gapPoly s D).coeff (p + 1) * D k ^ p
      = ∑ p ∈ Finset.range m, (gapPoly s D).coeff (p + 1) * D k ^ (p + 1) := by
    rw [Finset.mul_sum]
    exact Finset.sum_congr rfl fun p _ => by ring
  linarith

/-- If no gap vanishes and the gaps take at most `m` distinct values, the level contributions add up
to an explicit linear combination of the first `m` moments, whose coefficients are ratios of
coefficients of the gap polynomial. -/
theorem energy_from_moments (s : Finset ι) (D w e : ι → ℝ) (m : ℕ)
    (hD : ∀ k ∈ s, D k ≠ 0) (hm : (s.image D).card ≤ m) (he : IsLevelEnergy s D w e) :
    ∑ k ∈ s, e k = ∑ p ∈ Finset.range m,
      (gapPoly s D).coeff (p + 1) / (gapPoly s D).coeff 0 * moment s D w p := by
  have h0 := gapPoly_coeff_zero_ne s D hD
  simp only [moment, Finset.mul_sum]
  rw [Finset.sum_comm]
  refine Finset.sum_congr rfl fun k hk => ?_
  -- solve for one level contribution without dividing by its gap
  have h1 : e k = w k * (∑ p ∈ Finset.range m, (gapPoly s D).coeff (p + 1) * D k ^ p)
      / (gapPoly s D).coeff 0 := by
    rw [eq_div_iff h0]
    linear_combination e k * gap_identity s D m hm hk
      - (∑ p ∈ Finset.range m, (gapPoly s D).coeff (p + 1) * D k ^ p) * he k hk
  rw [h1, Finset.mul_sum, Finset.sum_div]
  exact Finset.sum_congr rfl fun p _ => by ring

/-- If the nonzero gaps take at most `m` distinct values, two weight families with equal
moments of every order below `m` have equal second-order energies. -/
theorem energy_eq_of_moments_eq (s : Finset ι) (D w v e f : ι → ℝ) (m : ℕ)
    (hD : ∀ k ∈ s, D k ≠ 0) (hm : (s.image D).card ≤ m)
    (he : IsLevelEnergy s D w e) (hf : IsLevelEnergy s D v f)
    (hmom : ∀ p < m, moment s D w p = moment s D v p) :
    ∑ k ∈ s, e k = ∑ k ∈ s, f k := by
  rw [energy_from_moments s D w e m hD hm he, energy_from_moments s D v f m hD hm hf]
  exact Finset.sum_congr rfl fun p hp => by rw [hmom p (Finset.mem_range.mp hp)]

/-- Three levels with gaps 1, 1, 2 and the different weights (1, 3, 1) and (2, 2, 1)
meet the hypotheses of `energy_eq_of_moments_eq` with `m = 2`. -/
theorem energy_eq_of_moments_eq_witness :
    let D : Fin 3 → ℝ := ![1, 1, 2]
    let w : Fin 3 → ℝ := ![1, 3, 1]
    let v : Fin 3 → ℝ := ![2, 2, 1]
    w ≠ v ∧ (∀ k ∈ Finset.univ, D k ≠ 0) ∧ (Finset.univ.image D).card ≤ 2 ∧
      IsLevelEnergy Finset.univ D w ![-1, -3, -1 / 2] ∧
      IsLevelEnergy Finset.univ D v ![-2, -2, -1 / 2] ∧
      ∀ p < 2, moment Finset.univ D w p = moment Finset.univ D v p := by
  intro D w v
  refine ⟨?_, ?_, ?_, ?_, ?_, ?_⟩
  · intro h
    have h0 := congrFun h 0
    norm_num [w, v] at h0
  · intro k _
    fin_cases k <;> norm_num [D]
  · have hsub : Finset.univ.image D ⊆ ({1, 2} : Finset ℝ) := by
      intro x hx
      obtain ⟨k, _, rfl⟩ := Finset.mem_image.mp hx
      fin_cases k <;> simp [D]
    exact (Finset.card_le_card hsub).trans Finset.card_le_two
  · intro k _
    fin_cases k <;> norm_num [D, w]
  · intro k _
    fin_cases k <;> norm_num [D, v]
  · intro p hp
    interval_cases p <;> norm_num [moment, D, w, v, Fin.sum_univ_succ]

/-- For any `n + 1` distinct nonzero gaps there are two strictly positive weight families
with equal moments of every order below `n` and different second-order energies. -/
theorem fewer_moments_insufficient (n : ℕ) (D : Fin (n + 1) → ℝ)
    (hinj : Function.Injective D) (hD : ∀ k, D k ≠ 0) :
    ∃ w v : Fin (n + 1) → ℝ, (∀ k, 0 < w k) ∧ (∀ k, 0 < v k) ∧
      (∀ p < n, moment Finset.univ D w p = moment Finset.univ D v p) ∧
      secondOrderEnergy Finset.univ D w ≠ secondOrderEnergy Finset.univ D v := by
  have hdet : IsUnit (vandermonde D).det :=
    isUnit_iff_ne_zero.mpr (det_vandermonde_ne_zero_iff.mpr hinj)
  -- numbers `e_k` with total one and vanishing moments of orders 1 to `n`
  obtain ⟨e, he⟩ : ∃ e : Fin (n + 1) → ℝ, e ᵥ* vandermonde D = Pi.single 0 1 :=
    ⟨Pi.single 0 1 ᵥ* (vandermonde D)⁻¹, by
      rw [vecMul_vecMul, nonsing_inv_mul _ hdet, vecMul_one]⟩
  have hmom : ∀ j : Fin (n + 1), ∑ k, e k * D k ^ (j : ℕ)
      = (Pi.single 0 1 : Fin (n + 1) → ℝ) j := fun j => congrFun he j
  have hone : ∑ k, e k = 1 := by simpa using hmom 0
  -- a common positive background keeps both weight families positive
  refine ⟨fun k => 1 + |D k * e k| - D k * e k, fun k => 1 + |D k * e k|,
    fun k => ?_, fun k => by positivity, fun p hp => ?_, ?_⟩
  · have := le_abs_self (D k * e k)
    linarith
  · have hz : ∑ k, e k * D k ^ (p + 1) = 0 :=
      (hmom ⟨p + 1, by omega⟩).trans (Pi.single_eq_of_ne (by simp [Fin.ext_iff]) _)
    simp only [moment]
    rw [← sub_eq_zero, ← Finset.sum_sub_distrib, ← neg_eq_zero, ← hz,
      ← Finset.sum_neg_distrib]
    exact Finset.sum_congr rfl fun k _ => by ring
  · have hs : ∑ k, (1 + |D k * e k| - D k * e k) / D k
        = ∑ k, (1 + |D k * e k|) / D k - ∑ k, e k := by
      rw [← Finset.sum_sub_distrib]
      refine Finset.sum_congr rfl fun k _ => ?_
      rw [sub_div, mul_div_cancel_left₀ _ (hD k)]
    simp only [secondOrderEnergy]
    intro h
    linarith

end

end SecondOrderMoments
```

```lean
#print axioms SecondOrderMoments.sum_levelEnergy
#print axioms SecondOrderMoments.energy_eq_of_moments_eq
#print axioms SecondOrderMoments.fewer_moments_insufficient
```

```
'SecondOrderMoments.sum_levelEnergy' depends on axioms: [propext, Classical.choice, Quot.sound]
'SecondOrderMoments.energy_eq_of_moments_eq' depends on axioms: [propext, Classical.choice, Quot.sound]
'SecondOrderMoments.fewer_moments_insufficient' depends on axioms: [propext, Classical.choice, Quot.sound]
```

## How the proof follows the algebra

**Level energies.** `sum_levelEnergy` works term by term. `eq_div_iff` uses the nonzero gap to turn $e_k=-w_k/D_k$ into a product equation, which `linarith` obtains from the defining equation.

**The constant term.** `gapPoly_coeff_zero_ne` reads $q_0$ as $Q(0)$, evaluates the product factor by factor, and uses that a finite product of nonzero factors is nonzero. Each distinct gap comes from some level in `s`, so `hD` applies to it.

**The identity for one gap.** `gap_identity` is $D_kR(D_k)=-q_0$. It first bounds the degree of $Q$ by the number of distinct gaps. It then shows $Q(D_k)=0$, because one factor of the product vanishes. The lemma `eval_eq_sum_range'` writes this value as a sum over the powers $0,\dots,m$, and `Finset.sum_range_succ'` separates the zeroth power. The remaining step takes a common factor $D_k$ out of the other terms. This identity does not need nonzero gaps; they enter when one divides by $q_0$.

**The reconstruction.** `energy_from_moments` exchanges the sums over levels and powers with `Finset.sum_comm`, which reduces the claim to one level at a time. The intermediate result `h1` is $e_k=w_kR(D_k)/q_0$. Its `linear_combination` step is the multiplication done by hand: $e_k$ times the gap identity, minus $R(D_k)$ times the equation $D_ke_k=-w_k$. The terms $D_ke_kR(D_k)$ cancel, leaving $e_kq_0=w_kR(D_k)$. Distributing the product over the powers then completes the formula.

**Equal moments.** `energy_eq_of_moments_eq` applies the reconstruction to both weight families and replaces the moments one by one. The concrete case `energy_eq_of_moments_eq_witness` checks all its hypotheses for gaps $1,1,2$ and the two different weight families computed above. There the weight is only redistributed between the two levels that share gap $1$.

**Too few moments.** In `fewer_moments_insufficient`, distinctness of the gaps is the injectivity of `D`, which makes the Vandermonde determinant nonzero. Multiplying the first unit row vector by the inverse matrix produces `e`. The equations in `hmom` are its moment conditions, and `hone` is the one that fixes the total to one.

The proof then supplies the weights $w_k=1+|D_ke_k|-D_ke_k$ and $v_k=1+|D_ke_k|$. Positivity of the first family follows from $x\le|x|$. For a moment of order $p<n$, the condition of order $p+1$ makes the difference vanish. The equation `hs` divides the weights by the gaps and isolates $\sum_ke_k$. Equal energies would force this sum to be zero, contradicting `hone`.
